# Finite-time divergence of the coupled-cluster amplitude for $H=(W/2)\sigma_x$, $W>0$

Let $e_0=(1,0)$ be the reference state and $e_1=(0,1)$ the excited configuration, with $\hbar=1$. Both have mean energy zero, and neither is an eigenstate of $H$. At time $s$ the exact state is
$$e^{-isH}e_0=(\cos\theta,\,-i\sin\theta),\qquad \theta=Ws/2 .$$
The coupled-cluster equation $i\tau'=(W/2)(1-\tau^2)$, $\tau(0)=0$, has exactly one solution on $[0,\pi/W)$, namely $\tau=-i\tan\theta$. As $s\to\pi/W$ from below, $|\tau|\to\infty$ and the reference weight $1/(1+|\tau|^2)$ vanishes. Here $W$ is the splitting between the eigenvalues $\pm W/2$.

## From the Schrödinger equation to the tangent

The cluster operator $\hat T=\tau|1\rangle\langle 0|$ satisfies $\hat T^2=0$, so $e^{\pm\hat T}=1\pm\hat T$. Insert $\psi=c\,e^{\hat T}e_0$, with a scalar $c(s)\neq0$, into $i\psi'=H\psi$. Multiplying by $e^{-\hat T}/c$ gives
$$i\frac{c'}{c}e_0+i\tau' e_1=e^{-\hat T}He^{\hat T}e_0 .$$
On the right, $e^{\hat T}e_0=(1,\tau)$, then $H(1,\tau)=\frac W2(\tau,1)$, and $e^{-\hat T}$ turns this into $\frac W2(\tau,1-\tau^2)$. The lower component is the amplitude equation.

For the exact state, expand $e_0$ in the eigenvectors $e_0\pm e_1$:
$$e^{-isH}e_0=\tfrac12\left[e^{-i\theta}(e_0+e_1)+e^{i\theta}(e_0-e_1)\right]=(\cos\theta,-i\sin\theta).$$
Where $\cos\theta\ne0$, this is $\cos\theta\,(1,-i\tan\theta)$, so $\tau=-i\tan\theta$ and the reference weight is $\cos^2\theta=1/(1+|\tau|^2)$. Differentiation confirms the equation:
$$i\tau'=\tfrac W2(1+\tan^2\theta)=\tfrac W2(1-\tau^2).$$

## Uniqueness and the end of the trajectory

For any solution $\tau$, put $f=\tau\cos\theta+i\sin\theta$. Then
$$f'=-\tfrac{iW}{2}(1-\tau^2)\cos\theta-\tfrac W2\tau\sin\theta+\tfrac{iW}{2}\cos\theta=\tfrac{iW}{2}\,\tau f .$$
On a compact interval $[0,b]$ the continuous function $\tau$ is bounded by some $K$, so $|f'|\le\frac{|W|}{2}K|f|$. Since $f(0)=0$, Grönwall's inequality gives $f=0$. Before $\pi/W$ the cosine is positive, and division by it gives $\tau=-i\tan\theta$. At $\pi/W$ the identity would read $i=0$, so no solution reaches that time. The limits follow from $\tan\theta\to\infty$ as $\theta\to\pi/2$ from below.

## The pole in a time-propagation code

A real-time coupled-cluster code evaluates the projected residual and advances the amplitudes with an integrator. In this one-amplitude model, a fixed-step explicit Runge–Kutta method can step over $\pi/W$ and return finite numbers, although the solution has ended. With accurate steps much shorter than $\pi/W$, printing $1/(1+|\tau|^2)$ at each step shows the approach to the pole. The exact state stays smooth there; it has merely become orthogonal to the reference.

## Matrices, residual and trajectories in Lean

```lean
import Mathlib

open Set Filter
open Complex (I)
open scoped Matrix Topology

namespace TwoLevelCoupledCluster

noncomputable section
```

The Hamiltonian and the reference are an explicit matrix and vector over `Fin 2`, with index 0 for the reference.

```lean
/-- The two-level Hamiltonian `(W/2) σ_x`. -/
def hamiltonian (W : ℝ) : Matrix (Fin 2) (Fin 2) ℂ :=
  ((W : ℂ) / 2) • !![0, 1; 1, 0]

/-- The reference state `e₀`. -/
def reference : Fin 2 → ℂ := ![1, 0]

/-- The cluster operator `T = t |1⟩⟨0|`, which excites the reference with amplitude `t`. -/
def cluster (t : ℂ) : Matrix (Fin 2) (Fin 2) ℂ := !![0, 0; t, 0]
```

The propagator is the true matrix exponential, and the residual is the `1 0` entry of the similarity-transformed Hamiltonian.

```lean
/-- The exact state `exp(-i s H) e₀` at time `s`. -/
def state (W s : ℝ) : Fin 2 → ℂ :=
  NormedSpace.exp ((-(I * (s : ℂ))) • hamiltonian W) *ᵥ reference

/-- The projected coupled-cluster residual `⟨1| exp(-T) H exp(T) |0⟩`. -/
def residual (W : ℝ) (t : ℂ) : ℂ :=
  (NormedSpace.exp (-cluster t) * hamiltonian W * NormedSpace.exp (cluster t)) 1 0
```

In `IsTrajectory`, the argument `T` is the end time; in the exponentials of the docstring, `T` stands for the cluster operator. The derivative is taken within $[0,T)$, hence one-sided at zero, and values of `τ` outside the interval are unconstrained. The projected equation enters as this definition. Only the ket amplitude is modelled, without the left-hand amplitudes used for expectation values.

```lean
/-- A solution on `[0, T)` of the coupled-cluster equation
`i τ' = ⟨1| exp(-T) H exp(T) |0⟩` that starts from the reference, `τ(0) = 0`. -/
def IsTrajectory (W T : ℝ) (τ : ℝ → ℂ) : Prop :=
  τ 0 = 0 ∧ ∀ s ∈ Ico 0 T, HasDerivWithinAt τ (-I * residual W (τ s)) (Ico 0 T) s

/-- The amplitude `-i tan(W s / 2)`, meaningful where `cos(W s / 2) ≠ 0`. -/
def amplitude (W s : ℝ) : ℂ := -I * (Real.tan (W * s / 2) : ℂ)
```

Nilpotency cuts the exponential series after two terms, and multiplying out the matrices gives the Riccati polynomial.

```lean
/-- The exponential of the cluster operator stops at first order: `exp(T) = 1 + T`. -/
theorem exp_cluster (t : ℂ) : NormedSpace.exp (cluster t) = 1 + cluster t := by
  have h2 : cluster t ^ 2 = 0 := by
    rw [pow_two]
    ext i j
    fin_cases i <;> fin_cases j <;> simp [cluster, Matrix.mul_apply, Fin.sum_univ_succ]
  have hz : ∀ n ∉ Finset.range 2, ((n.factorial : ℂ)⁻¹) • cluster t ^ n = 0 := by
    intro n hn
    have hn2 : 2 ≤ n := not_lt.1 fun h => hn (Finset.mem_range.2 h)
    rw [pow_eq_zero_of_le hn2 h2, smul_zero]
  rw [NormedSpace.exp_eq_tsum ℂ]
  exact (tsum_eq_sum hz).trans (by simp [Finset.sum_range_succ])

/-- The projected residual is the Riccati polynomial `(W/2)(1 - t²)`. -/
theorem residual_eq (W : ℝ) (t : ℂ) : residual W t = (W : ℂ) / 2 * (1 - t ^ 2) := by
  have hn : -cluster t = cluster (-t) := by
    ext i j
    fin_cases i <;> fin_cases j <;> simp [cluster]
  rw [residual, hn, exp_cluster, exp_cluster]
  simp [cluster, hamiltonian, Matrix.mul_apply, Fin.sum_univ_succ, Matrix.one_apply]
  ring
```

The matrix `U` below has the unnormalised eigenvectors $e_0\pm e_1$ as columns, so its inverse is `U` divided by 2; the normalised eigenvectors carry $1/\sqrt2$.

```lean
/-- The exact state is `(cos(W s / 2), -i sin(W s / 2))`. -/
theorem state_eq (W s : ℝ) :
    state W s = ![(Real.cos (W * s / 2) : ℂ), -I * (Real.sin (W * s / 2) : ℂ)] := by
  -- diagonalise the Hamiltonian in the basis `e₀ ± e₁`
  let U : Matrix (Fin 2) (Fin 2) ℂ := !![1, 1; 1, -1]
  let θ : ℂ := (W : ℂ) * s / 2
  have hU : U * ((1 / 2 : ℂ) • U) = 1 := by
    ext i j
    fin_cases i <;> fin_cases j <;>
      norm_num [U, Matrix.mul_apply, Fin.sum_univ_succ]
  have hinv : U⁻¹ = (1 / 2 : ℂ) • U := Matrix.inv_eq_right_inv hU
  have hunit : IsUnit U := ⟨⟨U, (1 / 2 : ℂ) • U, hU, mul_eq_one_comm.mp hU⟩, rfl⟩
  have hD : ∀ a b : ℂ, Matrix.diagonal ![a, b] = !![a, 0; 0, b] := by
    intro a b
    ext i j
    fin_cases i <;> fin_cases j <;> simp
  have hH : (-(I * (s : ℂ))) • hamiltonian W
      = U * Matrix.diagonal ![-θ * I, θ * I] * U⁻¹ := by
    rw [hinv, hD]
    ext i j
    fin_cases i <;> fin_cases j <;>
      simp [U, θ, hamiltonian, Matrix.mul_apply, Fin.sum_univ_succ] <;> ring
  have he : NormedSpace.exp ![-θ * I, θ * I]
      = ![Complex.exp (-θ * I), Complex.exp (θ * I)] := by
    funext i
    fin_cases i <;> simp [Complex.exp_eq_exp_ℂ]
  rw [state, hH, Matrix.exp_conj _ _ hunit, Matrix.exp_diagonal, hinv, he,
    Complex.exp_mul_I, Complex.exp_mul_I, Complex.cos_neg, Complex.sin_neg, hD]
  ext i
  fin_cases i <;>
    simp [U, θ, reference, Matrix.mulVec, dotProduct, Matrix.mul_apply,
      Fin.sum_univ_succ] <;> ring
```

The next two theorems factor out the cosine and identify the reference weight. Both require it to be nonzero.

```lean
/-- Where `cos(W s / 2) ≠ 0`, the exact state is its reference component times the
coupled-cluster state `exp(T) e₀` with amplitude `-i tan(W s / 2)`. -/
theorem state_eq_cluster {W s : ℝ} (hc : Real.cos (W * s / 2) ≠ 0) :
    state W s = (Real.cos (W * s / 2) : ℂ) •
      (NormedSpace.exp (cluster (amplitude W s)) *ᵥ reference) := by
  have hv : ∀ a : ℂ, (1 + cluster a) *ᵥ reference = ![1, a] := by
    intro a
    ext i
    fin_cases i <;> simp [cluster, reference, Matrix.mulVec, dotProduct, Fin.sum_univ_succ]
  have hc' : (Real.cos (W * s / 2) : ℂ) ≠ 0 := Complex.ofReal_ne_zero.2 hc
  have ha : (Real.cos (W * s / 2) : ℂ) * amplitude W s
      = -I * (Real.sin (W * s / 2) : ℂ) := by
    rw [amplitude, Real.tan_eq_sin_div_cos, Complex.ofReal_div, mul_left_comm,
      mul_div_cancel₀ _ hc']
  rw [state_eq, exp_cluster, hv]
  ext i
  fin_cases i
  · exact (mul_one _).symm
  · exact ha.symm

/-- Where `cos(W s / 2) ≠ 0`, the weight of the reference in the exact state is
`1 / (1 + |τ|²)` with `τ = -i tan(W s / 2)`. -/
theorem reference_weight {W s : ℝ} (hc : Real.cos (W * s / 2) ≠ 0) :
    ‖state W s 0‖ ^ 2 = 1 / (1 + ‖amplitude W s‖ ^ 2) := by
  rw [state_eq, amplitude, norm_mul, norm_neg, Complex.norm_I, one_mul, Complex.norm_real,
    Real.norm_eq_abs, sq_abs, one_div, Real.inv_one_add_tan_sq hc]
  change ‖(Real.cos (W * s / 2) : ℂ)‖ ^ 2 = _
  rw [Complex.norm_real, Real.norm_eq_abs, sq_abs]
```

The chain rule and $i^2=-1$ verify the amplitude equation.

```lean
/-- Where `cos(W s / 2) ≠ 0`, the amplitude `-i tan(W s / 2)` obeys the coupled-cluster
equation. -/
theorem amplitude_hasDerivAt {W s : ℝ} (hc : Real.cos (W * s / 2) ≠ 0) :
    HasDerivAt (amplitude W) (-I * residual W (amplitude W s)) s := by
  have h1 : HasDerivAt (fun x : ℝ => W * x / 2) (W / 2) s := by
    simpa using ((hasDerivAt_id s).const_mul W).div_const 2
  have h2 := (((Real.hasDerivAt_tan hc).comp s h1).ofReal_comp).const_mul (-I)
  refine HasDerivAt.congr_deriv h2 ?_
  rw [← Real.inv_one_add_tan_sq hc, one_div, inv_inv, residual_eq, amplitude]
  generalize Real.tan (W * s / 2) = t
  push_cast
  linear_combination (-I * (W / 2) * (t : ℂ) ^ 2) * Complex.I_sq
```

Next comes the Grönwall argument: `hf'` is the linear equation for $f$, `hK` the bound on $\tau$, and `hg` the resulting estimate. It holds for every real `W`.

```lean
/-- Every coupled-cluster trajectory satisfies `τ cos(W s / 2) + i sin(W s / 2) = 0`
for as long as it exists. -/
theorem trajectory_linear {W T : ℝ} {τ : ℝ → ℂ} (h : IsTrajectory W T τ) :
    ∀ s ∈ Ico 0 T,
      τ s * (Real.cos (W * s / 2) : ℂ) + I * (Real.sin (W * s / 2) : ℂ) = 0 := by
  obtain ⟨h0, hd⟩ := h
  intro b hb
  obtain ⟨f, hf⟩ : ∃ f : ℝ → ℂ, f = fun s : ℝ =>
    τ s * (Real.cos (W * s / 2) : ℂ) + I * (Real.sin (W * s / 2) : ℂ) := ⟨_, rfl⟩
  have h1 : ∀ x : ℝ, HasDerivAt (fun y : ℝ => W * y / 2) (W / 2) x := fun x => by
    simpa using ((hasDerivAt_id x).const_mul W).div_const 2
  -- the combination `f` obeys a linear equation with coefficient `i (W/2) τ`
  have hf' : ∀ x ∈ Ico 0 T,
      HasDerivWithinAt f (I * ((W : ℂ) / 2) * τ x * f x) (Ico 0 T) x := by
    intro x hx
    have hcos := ((Real.hasDerivAt_cos (W * x / 2)).comp x (h1 x)).ofReal_comp
    have hsin := ((Real.hasDerivAt_sin (W * x / 2)).comp x (h1 x)).ofReal_comp
    rw [hf]
    refine HasDerivWithinAt.congr_deriv (((hd x hx).fun_mul hcos.hasDerivWithinAt).fun_add
      (hsin.hasDerivWithinAt.const_mul I)) ?_
    simp only [residual_eq, Function.comp_apply, Complex.ofReal_mul, Complex.ofReal_neg,
      Complex.ofReal_div, Complex.ofReal_ofNat]
    linear_combination
      (-((W : ℂ) / 2) * τ x * (Real.sin (W * x / 2) : ℂ)) * Complex.I_sq
  have hsub : Icc 0 b ⊆ Ico 0 T := fun x hx => ⟨hx.1, hx.2.trans_lt hb.2⟩
  have hτ : ContinuousOn τ (Icc 0 b) := fun x hx =>
    (hd x (hsub hx)).continuousWithinAt.mono hsub
  obtain ⟨K, hK⟩ := isCompact_Icc.exists_bound_of_continuousOn hτ
  -- Grönwall's inequality keeps `f` at its initial value zero
  have hg := norm_le_gronwallBound_of_norm_deriv_right_le
    (f := f) (f' := fun x => I * ((W : ℂ) / 2) * τ x * f x)
    (δ := 0) (K := ‖I * ((W : ℂ) / 2)‖ * K) (ε := 0) (a := 0) (b := b)
    (fun x hx => (hf' x (hsub hx)).continuousWithinAt.mono hsub)
    (fun x hx => ((hf' x (hsub ⟨hx.1, hx.2.le⟩)).mono
      (Ico_subset_Ico_left hx.1)).mono_of_mem_nhdsWithin
        (Ico_mem_nhdsGE (hx.2.trans hb.2)))
    (by simp [hf, h0])
    (fun x hx => by
      rw [add_zero, norm_mul (I * ((W : ℂ) / 2) * τ x) (f x),
        norm_mul (I * ((W : ℂ) / 2)) (τ x)]
      exact mul_le_mul_of_nonneg_right (mul_le_mul_of_nonneg_left
        (hK x ⟨hx.1, hx.2.le⟩) (norm_nonneg _)) (norm_nonneg _))
    b ⟨hb.1, le_rfl⟩
  rw [gronwallBound_ε0_δ0] at hg
  have hz : f b = 0 := norm_le_zero_iff.1 hg
  rw [hf] at hz
  exact hz
```

Evaluating that identity at $\pi/W$ bounds the lifetime.

```lean
/-- For `W > 0` no coupled-cluster trajectory exists on an interval `[0, T)` with
`T > π / W`. -/
theorem lifetime_le {W T : ℝ} (hW : 0 < W) {τ : ℝ → ℂ} (h : IsTrajectory W T τ) :
    T ≤ Real.pi / W := by
  by_contra hT
  have hs := trajectory_linear h (Real.pi / W)
    ⟨(div_pos Real.pi_pos hW).le, not_le.1 hT⟩
  rw [mul_div_cancel₀ _ hW.ne', Real.cos_pi_div_two, Real.sin_pi_div_two] at hs
  simp at hs
```

The final theorem collects existence, uniqueness and the two limits. Uniqueness is `EqOn`, agreement on $[0,\pi/W)$, and `𝓝[<]` denotes approach from below.

```lean
/-- For `W > 0`, `-i tan(W s / 2)` is the unique coupled-cluster trajectory on `[0, π/W)`.
As `s` approaches `π/W` from below, `|τ|` diverges and `1 / (1 + |τ|²)` vanishes. -/
theorem amplitude_unique_and_diverges {W : ℝ} (hW : 0 < W) :
    IsTrajectory W (Real.pi / W) (amplitude W) ∧
    (∀ τ, IsTrajectory W (Real.pi / W) τ → EqOn τ (amplitude W) (Ico 0 (Real.pi / W))) ∧
    Tendsto (fun s => ‖amplitude W s‖) (𝓝[<] (Real.pi / W)) atTop ∧
    Tendsto (fun s => 1 / (1 + ‖amplitude W s‖ ^ 2)) (𝓝[<] (Real.pi / W)) (𝓝 0) := by
  have hcos : ∀ s ∈ Ico 0 (Real.pi / W), Real.cos (W * s / 2) ≠ 0 := by
    intro s hs
    have h1 := mul_nonneg hW.le hs.1
    have h2 := (lt_div_iff₀ hW).1 hs.2
    exact (Real.cos_pos_of_mem_Ioo
      ⟨by linarith [Real.pi_pos], by linarith⟩).ne'
  -- the angle `W s / 2` approaches `π/2` from below
  have hangle : Tendsto (fun s : ℝ => W * s / 2) (𝓝[<] (Real.pi / W))
      (𝓝[<] (Real.pi / 2)) := by
    refine tendsto_nhdsWithin_iff.2 ⟨?_, ?_⟩
    · have hcont : Continuous (fun s : ℝ => W * s / 2) := by fun_prop
      have ht := hcont.tendsto (Real.pi / W)
      rw [mul_div_cancel₀ _ hW.ne'] at ht
      exact ht.mono_left nhdsWithin_le_nhds
    · filter_upwards [self_mem_nhdsWithin] with s hs
      have h2 := (lt_div_iff₀ hW).1 (mem_Iio.1 hs)
      exact mem_Iio.2 (by linarith)
  have hnorm : Tendsto (fun s => ‖amplitude W s‖) (𝓝[<] (Real.pi / W)) atTop := by
    refine (tendsto_abs_atTop_atTop.comp
      (Real.tendsto_tan_pi_div_two.comp hangle)).congr fun s => ?_
    rw [amplitude, norm_mul, norm_neg, Complex.norm_I, one_mul, Complex.norm_real,
      Real.norm_eq_abs]
    rfl
  refine ⟨⟨by simp [amplitude], fun s hs =>
    (amplitude_hasDerivAt (hcos s hs)).hasDerivWithinAt⟩, ?_, hnorm, ?_⟩
  · intro τ hτ s hs
    have h := trajectory_linear hτ s hs
    have hc : (Real.cos (W * s / 2) : ℂ) ≠ 0 := Complex.ofReal_ne_zero.2 (hcos s hs)
    apply mul_right_cancel₀ hc
    rw [amplitude, Real.tan_eq_sin_div_cos, Complex.ofReal_div, mul_assoc,
      div_mul_cancel₀ _ hc]
    linear_combination h
  · have hsq := (tendsto_pow_atTop (α := ℝ) two_ne_zero).comp hnorm
    simpa only [one_div, Function.comp_def] using
      tendsto_inv_atTop_zero.comp (tendsto_atTop_add_const_left _ (1 : ℝ) hsq)

end

end TwoLevelCoupledCluster
```

```lean
#print axioms TwoLevelCoupledCluster.state_eq_cluster
#print axioms TwoLevelCoupledCluster.reference_weight
#print axioms TwoLevelCoupledCluster.lifetime_le
#print axioms TwoLevelCoupledCluster.amplitude_unique_and_diverges
```

```
'TwoLevelCoupledCluster.state_eq_cluster' depends on axioms: [propext, Classical.choice, Quot.sound]
'TwoLevelCoupledCluster.reference_weight' depends on axioms: [propext, Classical.choice, Quot.sound]
'TwoLevelCoupledCluster.lifetime_le' depends on axioms: [propext, Classical.choice, Quot.sound]
'TwoLevelCoupledCluster.amplitude_unique_and_diverges' depends on axioms: [propext, Classical.choice, Quot.sound]
```
